# Three exponent inequalities decide whether $s^a u^b t^c e^{-s}$ is integrable over $0<t<u<s$

$\int_0^1 du/u$ diverges, but $\int_0^1 du\int_0^u dt\,/u=1$, because the inner integration supplies a power of $u$. I want to use Kinoshita functions $s^{l-m}u^{m-n}t^n e^{-s/2}$ for the singlet S states of a two-electron atom, with $s=r_1+r_2$, $u=r_{12}$, $t=|r_1-r_2|$ and $l,m,n=0,1,2,\dots$ As $m$ and $n$ grow, the powers of $s$ and $u$ can become as negative as I like. Does the compensation fail at some point, leaving me with a function of infinite norm?

## Every Kinoshita function has a finite norm

No. To see this, take real exponents and integrate from the inside out. The integrand is positive, so Tonelli's theorem lets the iterated integrals decide convergence:

$$\int_0^u t^c\,dt=\frac{u^{c+1}}{c+1}\quad\text{iff } c>-1,$$

$$\int_0^s \frac{u^{b+c+1}}{c+1}\,du=\frac{s^{b+c+2}}{(c+1)(b+c+2)}\quad\text{iff } b+c>-2,$$

$$\int_0^\infty s^{a+b+c+2}e^{-s}\,ds=\Gamma(a+b+c+3)\quad\text{iff } a+b+c>-3.$$

The full integral is therefore $\Gamma(a+b+c+3)/((c+1)(b+c+2))$. The three conditions control $t\to0$ (equal distances from the nucleus), $u\to0$ (electrons meeting) and $s\to0$ (both electrons at the nucleus).

For the norm of $\phi=s^iu^jt^ke^{-s/2}$, the volume element contributes $u(s^2-t^2)$, up to a constant:

$$\phi^2u(s^2-t^2)=s^{2i+2}u^{2j+1}t^{2k}e^{-s}-s^{2i}u^{2j+1}t^{2k+2}e^{-s}.$$

The first term is integrable iff $k>-\tfrac12$, $j+k>-\tfrac32$ and $i+j+k>-3$; the second then is too. Conversely, two divergent terms might cancel, so restrict to $t<u/2$. There $t<s/2$ and $s^2-t^2\ge\tfrac34s^2$, so a finite norm makes the first term integrable on this sector. Replacing the limit $t<u$ by $t<\theta u$ with $\theta>0$ only multiplies the integral by $\theta^{c+1}$, so the same conditions follow.

For a Kinoshita function, $k=n$, $j+k=m$ and $i+j+k=l$. All three are non-negative, so the conditions always hold. Singlet expansions normally keep only even $n$, because odd powers of $|r_1-r_2|$ are not smooth at $r_1=r_2$; the norm is finite either way.

## What the Lean statements say

A point `p` is the triple $(s,u,t)$, with `p.1`, `p.2.1` and `p.2.2` as its entries. `term a b c` is the integrand, with real powers, and `IntegrableOn` means absolute integrability with respect to Lebesgue measure. `integrable_iff` gives the criterion and `integral_eq` the value under the three inequalities.

`normalisable_iff` concerns `basisFunction` squared times `volumeWeight`, which leaves out the constant factor of the volume element. `kinoshita_normalisable` takes natural `l`, `m`, `n`, including zero. For variational work on two-electron atoms this secures finite overlaps within this S-state basis at the fixed exponential scale $e^{-s/2}$; the theorems do not treat the kinetic and potential energy integrals.

```lean
import Mathlib

open MeasureTheory Set

namespace HylleraasIntegrals

noncomputable section

/-- The Hylleraas domain `0 < t < u < s`, with points written as `(s, u, t)`. -/
def hylleraasDomain : Set (ℝ × ℝ × ℝ) :=
  {p | 0 < p.2.2 ∧ p.2.2 < p.2.1 ∧ p.2.1 < p.1}

/-- The integrand `s^a u^b t^c exp(-s)`, used for positive `s`, `u`, `t`. -/
def term (a b c : ℝ) (p : ℝ × ℝ × ℝ) : ℝ :=
  p.1 ^ a * p.2.1 ^ b * p.2.2 ^ c * Real.exp (-p.1)

/-- The basis function `s^i u^j t^k exp(-s/2)`, used for positive `s`, `u`, `t`. -/
def basisFunction (i j k : ℝ) (p : ℝ × ℝ × ℝ) : ℝ :=
  p.1 ^ i * p.2.1 ^ j * p.2.2 ^ k * Real.exp (-p.1 / 2)

/-- The weight `u (s² - t²)` of the volume element in Hylleraas coordinates. -/
def volumeWeight (p : ℝ × ℝ × ℝ) : ℝ := p.2.1 * (p.1 ^ 2 - p.2.2 ^ 2)

/-- The triangle `0 < u < s`, `0 < t < θ u` at fixed `s`. -/
def triangle (θ s : ℝ) : Set (ℝ × ℝ) :=
  {q | (0 < q.1 ∧ q.1 < s) ∧ (0 < q.2 ∧ q.2 < θ * q.1)}

/-- The sector `0 < u < s`, `0 < t < θ u` of coordinate space. -/
def sector (θ : ℝ) : Set (ℝ × ℝ × ℝ) :=
  {p | (0 < p.2.1 ∧ p.2.1 < p.1) ∧ (0 < p.2.2 ∧ p.2.2 < θ * p.2.1)}

theorem measurableSet_triangle (θ s : ℝ) : MeasurableSet (triangle θ s) := by
  have h : MeasurableSet (({q : ℝ × ℝ | 0 < q.1} ∩ {q | q.1 < s}) ∩
      ({q | 0 < q.2} ∩ {q | q.2 < θ * q.1})) := by
    refine .inter (.inter ?_ ?_) (.inter ?_ ?_) <;>
      exact measurableSet_lt (by fun_prop) (by fun_prop)
  exact h

theorem measurableSet_sector (θ : ℝ) : MeasurableSet (sector θ) := by
  have h : MeasurableSet (({p : ℝ × ℝ × ℝ | 0 < p.2.1} ∩ {p | p.2.1 < p.1}) ∩
      ({p | 0 < p.2.2} ∩ {p | p.2.2 < θ * p.2.1})) := by
    refine .inter (.inter ?_ ?_) (.inter ?_ ?_) <;>
      exact measurableSet_lt (by fun_prop) (by fun_prop)
  exact h

theorem sector_one : sector 1 = hylleraasDomain := by
  ext p
  simp only [sector, hylleraasDomain, Set.mem_ofPred_eq, one_mul]
  constructor
  · rintro ⟨⟨_, h3⟩, h1, h2⟩
    exact ⟨h1, h2, h3⟩
  · rintro ⟨h1, h2, h3⟩
    exact ⟨⟨h1.trans h2, h3⟩, h1, h2⟩

/-- Peeling off one coordinate, for measurable sets and functions, an s-finite inner measure and an
outer set `I` of nonzero measure. Suppose that for each `x ∈ I` the integral of `g ≥ 0` over `D x`
converges exactly when `P` holds, and then equals `k x`. For `h > 0` on `I`, the integral of
`h x * g y` over `R` converges exactly when `P` holds and the integral of `h x * k x` over `I`
converges; the two integrals are then equal. -/
theorem peel {Y : Type*} [MeasureSpace Y] [SFinite (volume : Measure Y)]
    {I : Set ℝ} {D : ℝ → Set Y} {R : Set (ℝ × Y)} {h k : ℝ → ℝ} {g : Y → ℝ} {P : Prop}
    (hI : MeasurableSet I) (hI0 : volume I ≠ 0) (hR : MeasurableSet R)
    (hD : ∀ x, MeasurableSet (D x)) (hRD : ∀ x y, (x, y) ∈ R ↔ x ∈ I ∧ y ∈ D x)
    (hh : Measurable h) (hg : Measurable g) (hpos : ∀ x ∈ I, 0 < h x)
    (gpos : ∀ x ∈ I, ∀ y ∈ D x, 0 ≤ g y) (hP : ∀ x ∈ I, (IntegrableOn g (D x) ↔ P))
    (hk : P → ∀ x ∈ I, ∫ y in D x, g y = k x) :
    (IntegrableOn (fun p : ℝ × Y => h p.1 * g p.2) R ↔
      P ∧ IntegrableOn (fun x => h x * k x) I) ∧
    (IntegrableOn (fun p : ℝ × Y => h p.1 * g p.2) R →
      ∫ p in R, h p.1 * g p.2 = ∫ x in I, h x * k x) := by
  obtain ⟨f, hf⟩ : ∃ f, f = R.indicator (fun p : ℝ × Y => h p.1 * g p.2) := ⟨_, rfl⟩
  have hm : AEStronglyMeasurable f ((volume : Measure ℝ).prod (volume : Measure Y)) := by
    rw [hf]
    exact (((hh.comp measurable_fst).mul
      (hg.comp measurable_snd)).indicator hR).aestronglyMeasurable
  have fn : ∀ p, ‖f p‖ = f p := fun p => Real.norm_of_nonneg (by
    rw [hf]
    refine indicator_nonneg (fun q hq => ?_) p
    have hq' := (hRD q.1 q.2).1 hq
    exact mul_nonneg (hpos _ hq'.1).le (gpos _ hq'.1 _ hq'.2))
  -- slices of the integrand at fixed outer coordinate
  have slice : ∀ x ∈ I, (fun y => f (x, y)) = (D x).indicator (fun y => h x * g y) := by
    intro x hx
    funext y
    by_cases hy : y ∈ D x
    · rw [hf, indicator_of_mem ((hRD x y).2 ⟨hx, hy⟩), indicator_of_mem hy]
    · rw [hf, indicator_of_notMem (fun q => hy ((hRD x y).1 q).2), indicator_of_notMem hy]
  have slice0 : ∀ x, x ∉ I → (fun y => f (x, y)) = fun _ => 0 := by
    intro x hx
    funext y
    rw [hf, indicator_of_notMem (fun q => hx ((hRD x y).1 q).1)]
  have hfi : ∀ x ∈ I, (Integrable (fun y => f (x, y)) ↔ P) := by
    intro x hx
    rw [slice x hx, integrable_indicator_iff (hD x), ← hP x hx]
    exact integrable_const_mul_iff (hpos x hx).ne'.isUnit g
  have hint : P → (fun x => ∫ y, f (x, y)) = I.indicator (fun x => h x * k x) := by
    intro hp
    funext x
    by_cases hx : x ∈ I
    · rw [slice x hx, integral_indicator (hD x), integral_const_mul, hk hp x hx,
        indicator_of_mem hx]
    · rw [slice0 x hx, integral_zero, indicator_of_notMem hx]
  have key := integrable_prod_iff hm
  simp only [fn] at key
  have main : IntegrableOn (fun p : ℝ × Y => h p.1 * g p.2) R ↔
      P ∧ IntegrableOn (fun x => h x * k x) I := by
    rw [← integrable_indicator_iff hR, ← hf]
    refine key.trans ⟨fun ⟨h1, h2⟩ => ?_, fun ⟨hp, hi⟩ => ⟨ae_of_all _ fun x => ?_, ?_⟩⟩
    · have hp : P := by
        by_contra hn
        exact hI0 (measure_mono_null (fun x hx hi => hn ((hfi x hx).1 hi)) (ae_iff.1 h1))
      rw [hint hp, integrable_indicator_iff hI] at h2
      exact ⟨hp, h2⟩
    · by_cases hx : x ∈ I
      · exact (hfi x hx).2 hp
      · rw [slice0 x hx]
        exact integrable_zero _ _ _
    · rw [hint hp, integrable_indicator_iff hI]
      exact hi
  refine ⟨main, fun H => ?_⟩
  have hp := (main.1 H).1
  rw [← integrable_indicator_iff hR, ← hf] at H
  rw [← integral_indicator hR, ← hf]
  exact (integral_prod f H).trans (by rw [hint hp, integral_indicator hI])

theorem power_integral {c x : ℝ} (hc : -1 < c) (hx : 0 ≤ x) :
    ∫ t in Ioo 0 x, t ^ c = x ^ (c + 1) / (c + 1) := by
  rw [← integral_Ioc_eq_integral_Ioo, ← intervalIntegral.integral_of_le hx,
    integral_rpow (Or.inl hc), Real.zero_rpow (by linarith : (0 : ℝ) < c + 1).ne', sub_zero]

/-- Euler's integral of `exp(-x) x^(p-1)` over `x > 0` converges exactly for `p > 0`. -/
theorem gamma_integrable_iff (p : ℝ) :
    IntegrableOn (fun x : ℝ => Real.exp (-x) * x ^ (p - 1)) (Ioi 0) ↔ 0 < p := by
  refine ⟨fun h => ?_, fun h => Real.GammaIntegral_convergent h⟩
  -- near the origin the exponential is bounded below
  have h1 : IntegrableOn (fun x : ℝ => x ^ (p - 1)) (Ioo 0 1) := by
    refine Integrable.mono' (Integrable.const_mul (h.mono_set Ioo_subset_Ioi_self) (Real.exp 1))
      (Measurable.aestronglyMeasurable (by fun_prop)) ?_
    filter_upwards [ae_restrict_mem measurableSet_Ioo] with x hx
    have hx' := Real.rpow_nonneg hx.1.le (p - 1)
    rw [Real.norm_of_nonneg hx', ← mul_assoc, ← Real.exp_add]
    exact le_mul_of_one_le_left hx' (Real.one_le_exp (by linarith [hx.2]))
  linarith [(intervalIntegral.integrableOn_Ioo_rpow_iff one_pos).1 h1]

/-- At fixed `s > 0` and for `θ > 0`, the integral of `u^b t^c` over the triangle converges
exactly for `c > -1` and `b + c > -2`, and then has the stated value. -/
theorem triangle_integral {θ s : ℝ} (hθ : 0 < θ) (hs : 0 < s) (b c : ℝ) :
    (IntegrableOn (fun q : ℝ × ℝ => q.1 ^ b * q.2 ^ c) (triangle θ s) ↔
      -1 < c ∧ -2 < b + c) ∧
    (-1 < c ∧ -2 < b + c → ∫ q in triangle θ s, q.1 ^ b * q.2 ^ c =
      θ ^ (c + 1) / (c + 1) / (b + c + 2) * s ^ (b + c + 2)) := by
  obtain ⟨K, hK⟩ : ∃ K, K = θ ^ (c + 1) / (c + 1) := ⟨_, rfl⟩
  have L := peel (I := Ioo 0 s) (D := fun u => Ioo 0 (θ * u)) (R := triangle θ s)
    (h := fun u => u ^ b) (g := fun t : ℝ => t ^ c) (k := fun u => K * u ^ (c + 1))
    (P := -1 < c) measurableSet_Ioo (by simp [hs]) (measurableSet_triangle θ s)
    (fun _ => measurableSet_Ioo) (fun _ _ => Iff.rfl) (by fun_prop) (by fun_prop)
    (fun u hu => Real.rpow_pos_of_pos hu.1 b) (fun u _ t ht => Real.rpow_nonneg ht.1.le c)
    (fun u hu => intervalIntegral.integrableOn_Ioo_rpow_iff (mul_pos hθ hu.1))
    (fun hc u hu => by
      show ∫ t in Ioo 0 (θ * u), t ^ c = K * u ^ (c + 1)
      rw [power_integral hc (mul_pos hθ hu.1).le, Real.mul_rpow hθ.le hu.1.le, hK]
      ring)
  have E : EqOn (fun u : ℝ => u ^ b * (K * u ^ (c + 1))) (fun u => K * u ^ (b + c + 1))
      (Ioo 0 s) := by
    intro u hu
    show u ^ b * (K * u ^ (c + 1)) = K * u ^ (b + c + 1)
    rw [add_assoc b c 1, Real.rpow_add hu.1 b]
    ring
  have J := L.1.trans (and_congr_right (c := -2 < b + c) fun hc => by
    have hK0 : K ≠ 0 := by
      rw [hK]
      exact (div_pos (Real.rpow_pos_of_pos hθ _) (by linarith)).ne'
    rw [integrableOn_congr_fun E measurableSet_Ioo]
    refine (integrable_const_mul_iff hK0.isUnit _).trans
      ((intervalIntegral.integrableOn_Ioo_rpow_iff hs).trans ?_)
    constructor <;> intro h <;> linarith)
  refine ⟨J, fun h => (L.2 (J.2 h)).trans ?_⟩
  rw [setIntegral_congr_fun measurableSet_Ioo E, integral_const_mul,
    power_integral (by linarith [h.2]) hs.le, show b + c + 1 + 1 = b + c + 2 by ring, hK]
  ring

/-- For `θ > 0` the integral of `s^a u^b t^c exp(-s)` over the sector `t < θ u` converges under
three conditions on the exponents that do not depend on `θ`, and then has the stated value. -/
theorem sector_integral {θ : ℝ} (hθ : 0 < θ) (a b c : ℝ) :
    (IntegrableOn (term a b c) (sector θ) ↔ (-1 < c ∧ -2 < b + c) ∧ -3 < a + b + c) ∧
    ((-1 < c ∧ -2 < b + c) ∧ -3 < a + b + c → ∫ p in sector θ, term a b c p =
      θ ^ (c + 1) / (c + 1) / (b + c + 2) * Real.Gamma (a + b + c + 3)) := by
  obtain ⟨K, hK⟩ : ∃ K, K = θ ^ (c + 1) / (c + 1) / (b + c + 2) := ⟨_, rfl⟩
  have T : term a b c = fun p => (p.1 ^ a * Real.exp (-p.1)) * (p.2.1 ^ b * p.2.2 ^ c) := by
    funext p
    simp only [term]
    ring
  have L := peel (I := Ioi 0) (D := triangle θ) (R := sector θ)
    (h := fun s => s ^ a * Real.exp (-s)) (g := fun q : ℝ × ℝ => q.1 ^ b * q.2 ^ c)
    (k := fun s => K * s ^ (b + c + 2)) (P := -1 < c ∧ -2 < b + c)
    measurableSet_Ioi (by simp) (measurableSet_sector θ) (measurableSet_triangle θ)
    (fun s q => ⟨fun h => ⟨h.1.1.trans h.1.2, h⟩, fun h => h.2⟩) (by fun_prop) (by fun_prop)
    (fun s hs => mul_pos (Real.rpow_pos_of_pos hs a) (Real.exp_pos _))
    (fun s _ q hq => mul_nonneg (Real.rpow_nonneg hq.1.1.le b) (Real.rpow_nonneg hq.2.1.le c))
    (fun s hs => (triangle_integral hθ hs b c).1)
    (fun h s hs => by rw [hK]; exact (triangle_integral hθ hs b c).2 h)
  have E : EqOn (fun s : ℝ => s ^ a * Real.exp (-s) * (K * s ^ (b + c + 2)))
      (fun s => K * (Real.exp (-s) * s ^ (a + b + c + 3 - 1))) (Ioi 0) := by
    intro s hs
    show s ^ a * Real.exp (-s) * (K * s ^ (b + c + 2)) =
      K * (Real.exp (-s) * s ^ (a + b + c + 3 - 1))
    rw [show a + b + c + 3 - 1 = a + (b + c + 2) by ring, Real.rpow_add hs a]
    ring
  have J := L.1.trans (and_congr_right (c := -3 < a + b + c) fun hc => by
    have hK0 : K ≠ 0 := by
      rw [hK]
      exact (div_pos (div_pos (Real.rpow_pos_of_pos hθ _) (by linarith [hc.1]))
        (by linarith [hc.2])).ne'
    rw [integrableOn_congr_fun E measurableSet_Ioi]
    refine (integrable_const_mul_iff hK0.isUnit _).trans ((gamma_integrable_iff _).trans ?_)
    constructor <;> intro h <;> linarith)
  rw [T]
  refine ⟨J, fun h => (L.2 (J.2 h)).trans ?_⟩
  rw [setIntegral_congr_fun measurableSet_Ioi E, integral_const_mul,
    ← Real.Gamma_eq_integral (by linarith [h.2]), hK]

/-- The function `s^a u^b t^c exp(-s)` is integrable over `0 < t < u < s` exactly when
`c > -1`, `b + c > -2` and `a + b + c > -3`. -/
theorem integrable_iff (a b c : ℝ) :
    IntegrableOn (term a b c) hylleraasDomain ↔ -1 < c ∧ -2 < b + c ∧ -3 < a + b + c := by
  rw [← sector_one, (sector_integral one_pos a b c).1, and_assoc]

/-- For `c > -1`, `b + c > -2` and `a + b + c > -3`, the integral of `s^a u^b t^c exp(-s)` over
`0 < t < u < s` is `Γ(a+b+c+3) / ((c+1)(b+c+2))`. -/
theorem integral_eq {a b c : ℝ} (hc : -1 < c) (hbc : -2 < b + c) (habc : -3 < a + b + c) :
    ∫ p in hylleraasDomain, term a b c p =
      Real.Gamma (a + b + c + 3) / ((c + 1) * (b + c + 2)) := by
  rw [← sector_one, (sector_integral one_pos a b c).2 ⟨⟨hc, hbc⟩, habc⟩, Real.one_rpow,
    div_div, one_div_mul_eq_div]

/-- For positive `s`, `u`, `t`, the two parts of the weighted density, with `s²` and with `t²`,
are again of the form `s^a u^b t^c exp(-s)`. -/
theorem density_parts {s u t : ℝ} (hs : 0 < s) (hu : 0 < u) (ht : 0 < t) (i j k : ℝ) :
    term (2 * i + 2) (2 * j + 1) (2 * k) (s, u, t) =
      basisFunction i j k (s, u, t) ^ 2 * u * s ^ 2 ∧
    term (2 * i) (2 * j + 1) (2 * k + 2) (s, u, t) =
      basisFunction i j k (s, u, t) ^ 2 * u * t ^ 2 := by
  have dbl : ∀ {x : ℝ}, 0 < x → ∀ y : ℝ, x ^ (2 * y) = (x ^ y) ^ 2 := by
    intro x hx y
    rw [two_mul, Real.rpow_add hx, sq]
  have e : Real.exp (-s) = Real.exp (-s / 2) ^ 2 := by
    rw [sq, ← Real.exp_add]
    congr 1
    ring
  simp only [term, basisFunction]
  constructor
  · rw [Real.rpow_add hs, Real.rpow_add hu, dbl hs, dbl hu, dbl ht, Real.rpow_two,
      Real.rpow_one, e]
    ring
  · rw [Real.rpow_add ht, Real.rpow_add hu, dbl hs, dbl hu, dbl ht, Real.rpow_two,
      Real.rpow_one, e]
    ring

/-- The function `s^i u^j t^k exp(-s/2)` has a finite norm integral over `0 < t < u < s`, with
weight `u (s² - t²)`, exactly when `k > -1/2`, `j + k > -3/2` and `i + j + k > -3`. -/
theorem normalisable_iff (i j k : ℝ) :
    IntegrableOn (fun p => basisFunction i j k p ^ 2 * volumeWeight p) hylleraasDomain ↔
      -1 / 2 < k ∧ -3 / 2 < j + k ∧ -3 < i + j + k := by
  constructor
  · intro H
    have sub : sector (1 / 2) ⊆ hylleraasDomain := fun p hp =>
      ⟨hp.2.1, by linarith [hp.2.2, hp.1.1], hp.1.2⟩
    -- for t < u/2 the weight is at least (3/4) u s²
    have h : IntegrableOn (term (2 * i + 2) (2 * j + 1) (2 * k)) (sector (1 / 2)) := by
      refine Integrable.mono' (Integrable.const_mul (H.mono_set sub) (4 / 3))
        (Measurable.aestronglyMeasurable (by unfold term; fun_prop)) ?_
      filter_upwards [ae_restrict_mem (measurableSet_sector (1 / 2))] with p hp
      obtain ⟨s, u, t⟩ := p
      obtain ⟨⟨hu, hus⟩, ht, htu⟩ := hp
      dsimp only at hu hus ht htu
      have hs : 0 < s := hu.trans hus
      have hW : 0 ≤ basisFunction i j k (s, u, t) ^ 2 * u := mul_nonneg (sq_nonneg _) hu.le
      have hst : 0 ≤ s ^ 2 - 4 * t ^ 2 := by nlinarith
      rw [(density_parts hs hu ht i j k).1, Real.norm_of_nonneg (mul_nonneg hW (sq_nonneg s))]
      simp only [volumeWeight]
      nlinarith [mul_nonneg hW hst]
    obtain ⟨⟨h1, h2⟩, h3⟩ := (sector_integral (by norm_num) _ _ _).1.1 h
    exact ⟨by linarith, by linarith, by linarith⟩
  · rintro ⟨h1, h2, h3⟩
    have A := (integrable_iff (2 * i + 2) (2 * j + 1) (2 * k)).2
      ⟨by linarith, by linarith, by linarith⟩
    have B := (integrable_iff (2 * i) (2 * j + 1) (2 * k + 2)).2
      ⟨by linarith, by linarith, by linarith⟩
    refine IntegrableOn.congr_fun (Integrable.sub A B) ?_
      (sector_one ▸ measurableSet_sector 1)
    rintro ⟨s, u, t⟩ ⟨ht, htu, hus⟩
    dsimp only at ht htu hus
    have hu : 0 < u := ht.trans htu
    have D := density_parts (hu.trans hus) hu ht i j k
    show term _ _ _ (s, u, t) - term _ _ _ (s, u, t) =
      basisFunction i j k (s, u, t) ^ 2 * (u * (s ^ 2 - t ^ 2))
    rw [D.1, D.2]
    ring

/-- Every Kinoshita function `s^(l-m) u^(m-n) t^n exp(-s/2)` with natural `l`, `m`, `n` has a
finite norm integral. -/
theorem kinoshita_normalisable (l m n : ℕ) :
    IntegrableOn (fun p => basisFunction ((l : ℝ) - m) ((m : ℝ) - n) n p ^ 2 * volumeWeight p)
      hylleraasDomain := by
  have hl : (0 : ℝ) ≤ l := l.cast_nonneg
  have hm : (0 : ℝ) ≤ m := m.cast_nonneg
  have hn : (0 : ℝ) ≤ n := n.cast_nonneg
  exact (normalisable_iff _ _ _).2 ⟨by linarith, by linarith, by linarith⟩

end

end HylleraasIntegrals
```

```lean
#print axioms HylleraasIntegrals.sector_integral
-- 'HylleraasIntegrals.sector_integral' depends on axioms: [propext, Classical.choice, Quot.sound]
#print axioms HylleraasIntegrals.integral_eq
-- 'HylleraasIntegrals.integral_eq' depends on axioms: [propext, Classical.choice, Quot.sound]
#print axioms HylleraasIntegrals.kinoshita_normalisable
-- 'HylleraasIntegrals.kinoshita_normalisable' depends on axioms: [propext, Classical.choice, Quot.sound]
```

## From one coordinate to three

`power_integral` evaluates the elementary power integral. `gamma_integrable_iff` adds the divergent direction to Euler's integral: on $(0,1)$, $x^{p-1}\le e\,e^{-x}x^{p-1}$, so convergence forces $p>0$.

`triangle_integral` applies `peel` to integrate over $t$ and then $u$; `sector_integral` applies it again to add $s$. In each, an `EqOn` step collects the powers and `integrable_const_mul_iff` removes the nonzero constant. The measurability lemmas serve these steps, and `sector_one` identifies $\theta=1$ with the Hylleraas domain, which yields the two main theorems.

`density_parts` identifies the two terms of the weighted density. In `normalisable_iff`, `Integrable.sub` gives sufficiency, while `Integrable.mono'` carries out the comparison on $t<u/2$. The Kinoshita theorem then follows from `normalisable_iff`, with `linarith` checking the three inequalities from $l,m,n\ge0$.

## How `integrable_prod_iff` gives an equivalence

Inside `peel`, Mathlib's `integrable_prod_iff` says that a measurable function on a product is integrable iff almost every slice is integrable and the integral of the slice's norm is integrable in the outer variable. Here the function is non-negative, so the norm disappears (`fn`).

"Almost every" must still become a condition on exponents. For every outer point in `I`, slice integrability is equivalent to the same proposition `P`, for instance $c>-1$. If `P` failed, every slice over `I` would fail, yet `I` has nonzero measure (`hI0`), a contradiction. Once integrability is known, `integral_prod` supplies the value as an iterated integral.
